# The MBAR self-consistency map never increases maximum-norm distances

Take two thermodynamic states with one sample drawn from each, and let all reduced energies be zero. One self-consistent update of the multistate Bennett acceptance ratio (MBAR) method then sends the trial free energies $(f_1,f_2)$ to a vector whose two components both equal

$$\ln\frac{e^{f_1}+e^{f_2}}{2}.$$

The input $(0,0)$ gives $(0,0)$. Raising both inputs by $d>0$ raises both outputs by exactly $d$. Raising only the first gives $\ln\frac{1+e^d}{2}$, which lies strictly between $0$ and $d$. The partial change is trapped between no change and a common shift, and the same comparison works for any finite number of states and samples.

## States, samples and the update

Let $K$ be a finite nonempty set of states and $S$ a finite nonempty set of pooled samples. The real number $u_{kn}$ is the reduced (dimensionless) energy of sample $n$ evaluated in state $k$, and $f_k$ is a trial reduced free energy.

```lean
import Mathlib

open Finset

namespace MBARNonexpansive

noncomputable section

variable {K S : Type*} [Fintype K] [Fintype S] [Nonempty K] [Nonempty S]
```

The weight $N_k$ stands for the number of samples drawn from state $k$. In Lean it is a real number, and the theorems assume only $N_k>0$; they do not require $\sum_k N_k=|S|$. Each sample has the mixture denominator

$$D_n(f)=\sum_j N_j e^{f_j-u_{jn}}.$$

```lean
/-- The mixture denominator of sample `n`: the sum over states `j` of
`N j * exp (f j - u j n)`. -/
def mixture (N : K → ℝ) (u : K → S → ℝ) (f : K → ℝ) (n : S) : ℝ :=
  ∑ j, N j * Real.exp (f j - u j n)
```

Reweighting the pooled samples to state $k$ gives

$$W_k(f)=\sum_n \frac{e^{-u_{kn}}}{D_n(f)}.$$

```lean
/-- The reweighted sum for state `k`: the Boltzmann factors of all pooled samples in state `k`,
each divided by its mixture denominator. -/
def reweightedSum (N : K → ℝ) (u : K → S → ℝ) (f : K → ℝ) (k : K) : ℝ :=
  ∑ n, Real.exp (-u k n) / mixture N u f n
```

The MBAR map returns the new free energies $T(f)_k=-\ln W_k(f)$. In the code $T$ is `mbarMap N u`, with the data `N` and `u` held fixed.

```lean
/-- The MBAR map: the new reduced free energy of state `k` is minus the logarithm of its
reweighted sum. -/
def mbarMap (N : K → ℝ) (u : K → S → ℝ) (f : K → ℝ) (k : K) : ℝ :=
  -Real.log (reweightedSum N u f k)
```

## Positive denominators and sums

Every term $N_j e^{f_j-u_{jn}}$ is positive and there is at least one state, so $D_n(f)>0$.

```lean
omit [Fintype S] [Nonempty S] in
/-- With positive sample numbers every mixture denominator is positive. -/
theorem mixture_pos {N : K → ℝ} (hN : ∀ k, 0 < N k) (u : K → S → ℝ) (f : K → ℝ) (n : S) :
    0 < mixture N u f n :=
  Finset.sum_pos (fun j _ => mul_pos (hN j) (Real.exp_pos _)) Finset.univ_nonempty
```

Every term of $W_k(f)$ is then positive too. Since there is at least one sample, $W_k(f)>0$ and its logarithm is the ordinary one.

```lean
/-- With positive sample numbers every reweighted sum is positive. -/
theorem reweightedSum_pos {N : K → ℝ} (hN : ∀ k, 0 < N k) (u : K → S → ℝ) (f : K → ℝ) (k : K) :
    0 < reweightedSum N u f k :=
  Finset.sum_pos (fun n _ => div_pos (Real.exp_pos _) (mixture_pos hN u f n))
    Finset.univ_nonempty
```

## Raising the inputs raises the outputs

Suppose $f_j\le g_j$ for all $j$. Then $e^{f_j-u_{jn}}\le e^{g_j-u_{jn}}$, and hence

$$D_n(f)\le D_n(g),\qquad W_k(f)\ge W_k(g),\qquad T(f)_k\le T(g)_k.$$

The proof runs through this chain backwards, from the logarithm to the sum over samples and then to the denominators. `Monotone` refers to the componentwise order on vectors.

```lean
/-- With positive sample numbers the MBAR map is monotone: raising the input free energies never
lowers an output. -/
theorem mbarMap_monotone {N : K → ℝ} (hN : ∀ k, 0 < N k) (u : K → S → ℝ) :
    Monotone (mbarMap N u) := by
  intro f g h k
  unfold mbarMap
  apply neg_le_neg
  apply Real.log_le_log (reweightedSum_pos hN u g k)
  unfold reweightedSum
  apply Finset.sum_le_sum
  intro n _
  -- larger free energies give larger denominators
  apply div_le_div_of_nonneg_left (Real.exp_pos _).le (mixture_pos hN u f n)
  unfold mixture
  apply Finset.sum_le_sum
  intro j _
  exact mul_le_mul_of_nonneg_left (Real.exp_le_exp.mpr (by linarith [h j])) (hN j).le
```

If in addition $f_i<g_i$ for one state $i$, the term $j=i$ makes $D_n(f)<D_n(g)$ for every sample, because $N_i>0$. Every term of every $W_k$ then falls strictly, so all components of $T$ rise strictly, including those of states whose own input was unchanged.

```lean
/-- Let all sample numbers be positive. If no input free energy is lowered and at least one is
raised, every output of the MBAR map is strictly raised. -/
theorem mbarMap_strict {N : K → ℝ} (hN : ∀ k, 0 < N k) (u : K → S → ℝ) {f g : K → ℝ}
    (h : ∀ j, f j ≤ g j) {i : K} (hi : f i < g i) (k : K) :
    mbarMap N u f k < mbarMap N u g k := by
  unfold mbarMap
  apply neg_lt_neg
  apply Real.log_lt_log (reweightedSum_pos hN u g k)
  unfold reweightedSum
  apply Finset.sum_lt_sum_of_nonempty Finset.univ_nonempty
  intro n _
  -- state `i` contributes to the denominator of every sample
  apply div_lt_div_of_pos_left (Real.exp_pos _) (mixture_pos hN u f n)
  unfold mixture
  apply Finset.sum_lt_sum
  · intro j _
    exact mul_le_mul_of_nonneg_left (Real.exp_le_exp.mpr (by linarith [h j])) (hN j).le
  · exact ⟨i, Finset.mem_univ i,
      mul_lt_mul_of_pos_left (Real.exp_lt_exp.mpr (by linarith)) (hN i)⟩
```

## A common shift passes through

For a real constant $c$,

$$D_n(f+c)=e^c D_n(f),\qquad W_k(f+c)=e^{-c}W_k(f),$$

and therefore $T(f+c)_k=T(f)_k+c$. The map respects the freedom to choose the zero of free energy. The intermediate facts `hmix` and `hsum` are the two displayed identities.

```lean
/-- With positive sample numbers, adding a common constant to all input free energies adds the same
constant to every output of the MBAR map. -/
theorem mbarMap_add_const {N : K → ℝ} (hN : ∀ k, 0 < N k) (u : K → S → ℝ) (f : K → ℝ)
    (c : ℝ) (k : K) :
    mbarMap N u (fun j => f j + c) k = mbarMap N u f k + c := by
  -- the shift multiplies each denominator by `exp c`
  have hmix : ∀ n, mixture N u (fun j => f j + c) n = Real.exp c * mixture N u f n := by
    intro n
    unfold mixture
    rw [Finset.mul_sum]
    apply Finset.sum_congr rfl
    intro j _
    rw [show f j + c - u j n = c + (f j - u j n) by ring, Real.exp_add]
    ring
  have hsum : reweightedSum N u (fun j => f j + c) k
      = (Real.exp c)⁻¹ * reweightedSum N u f k := by
    unfold reweightedSum
    rw [Finset.mul_sum]
    apply Finset.sum_congr rfl
    intro n _
    rw [hmix n]
    ring
  unfold mbarMap
  rw [hsum, Real.log_mul (inv_ne_zero (Real.exp_pos c).ne') (reweightedSum_pos hN u f k).ne',
    Real.log_inv, Real.log_exp]
  ring
```

## The distance bound

On `K → ℝ`, Mathlib's norm is the maximum norm, $\|f-g\|=\max_j|f_j-g_j|$. Writing $r=\|f-g\|$, we have for every $j$

$$f_j\le g_j+r,\qquad g_j\le f_j+r.$$

```lean
omit [Nonempty K] in
/-- Each component of the difference of two free-energy vectors is bounded by their
maximum-norm distance. -/
theorem component_bound (f g : K → ℝ) (j : K) :
    f j ≤ g j + ‖f - g‖ ∧ g j ≤ f j + ‖f - g‖ := by
  have h := norm_le_pi_norm (f - g) j
  rw [Pi.sub_apply, Real.norm_eq_abs, abs_le] at h
  constructor <;> linarith [h.1, h.2]
```

Apply $T$ to the first inequality. Monotonicity and the shift rule give

$$T(f)_k\le T(g+r)_k=T(g)_k+r.$$

The second inequality gives the same with $f$ and $g$ exchanged, so $|T(f)_k-T(g)_k|\le r$ for every $k$, which is $\|T(f)-T(g)\|\le\|f-g\|$. The local statement `key` carries a one-sided bound through the map and is used once in each direction.

```lean
/-- With positive sample numbers the MBAR map never increases the maximum-norm distance between two
vectors of reduced free energies. -/
theorem mbarMap_nonexpansive {N : K → ℝ} (hN : ∀ k, 0 < N k) (u : K → S → ℝ) (f g : K → ℝ) :
    ‖mbarMap N u f - mbarMap N u g‖ ≤ ‖f - g‖ := by
  -- monotonicity and shift covariance carry a one-sided bound through the map
  have key : ∀ (a b : K → ℝ) (c : ℝ), (∀ j, a j ≤ b j + c) →
      ∀ k, mbarMap N u a k ≤ mbarMap N u b k + c := by
    intro a b c h k
    rw [← mbarMap_add_const hN u b c k]
    exact mbarMap_monotone hN u h k
  refine (pi_norm_le_iff_of_nonneg (norm_nonneg _)).mpr fun k => ?_
  have h1 := key f g _ (fun j => (component_bound f g j).1) k
  have h2 := key g f _ (fun j => (component_bound f g j).2) k
  rw [Pi.sub_apply, Real.norm_eq_abs, abs_le]
  constructor <;> linarith
```

## When the distance is preserved

If $f_j=g_j+c$ for all $j$, the shift rule gives $T(f)-T(g)=f-g$, and the distances agree.

Conversely, suppose $f-g$ is not constant. Then $f_j\le g_j+r$ cannot be an equality for every $j$, and neither can $g_j\le f_j+r$. Strict monotonicity gives, for every $k$,

$$T(f)_k<T(g)_k+r,\qquad T(g)_k<T(f)_k+r.$$

Adding these at one state shows $r>0$. Every component of $T(f)-T(g)$ is smaller than $r$ in absolute value, and so is the maximum over the finite set $K$. The Lean proof argues by contradiction: it assumes equal distances and no common constant, and derives this strict inequality.

```lean
/-- With positive sample numbers the MBAR map preserves the maximum-norm distance between two
free-energy vectors exactly when they differ by a common constant. -/
theorem mbarMap_norm_eq_iff {N : K → ℝ} (hN : ∀ k, 0 < N k) (u : K → S → ℝ) (f g : K → ℝ) :
    ‖mbarMap N u f - mbarMap N u g‖ = ‖f - g‖ ↔ ∃ c : ℝ, ∀ j, f j = g j + c := by
  constructor
  · intro heq
    by_contra hc
    -- otherwise both one-sided bounds are strict in every component
    have key : ∀ (a b : K → ℝ) (c : ℝ), (∀ j, a j ≤ b j + c) → (¬ ∀ j, a j = b j + c) →
        ∀ k, mbarMap N u a k < mbarMap N u b k + c := by
      intro a b c h hne k
      obtain ⟨i, hi⟩ := not_forall.mp hne
      rw [← mbarMap_add_const hN u b c k]
      exact mbarMap_strict hN u h (lt_of_le_of_ne (h i) hi) k
    have h1 := key f g _ (fun j => (component_bound f g j).1) (fun h => hc ⟨_, h⟩)
    have h2 := key g f _ (fun j => (component_bound f g j).2)
      (fun h => hc ⟨-‖f - g‖, fun j => by linarith [h j]⟩)
    obtain ⟨k₀⟩ := ‹Nonempty K›
    have hr : 0 < ‖f - g‖ := by linarith [h1 k₀, h2 k₀]
    have hlt : ‖mbarMap N u f - mbarMap N u g‖ < ‖f - g‖ := by
      refine (pi_norm_lt_iff hr).mpr fun k => ?_
      rw [Pi.sub_apply, Real.norm_eq_abs, abs_lt]
      constructor <;> linarith [h1 k, h2 k]
    exact hlt.ne heq
  · rintro ⟨c, h⟩
    have hf : f = fun j => g j + c := funext h
    have hdiff : mbarMap N u f - mbarMap N u g = f - g := by
      ext k
      have hk : mbarMap N u f k = mbarMap N u g k + c := by
        rw [hf]
        exact mbarMap_add_const hN u g c k
      simp only [Pi.sub_apply]
      linarith [h k]
    rw [hdiff]
```

The same argument shows that self-consistent solutions are unique up to a common constant. If $T(f)=f$ and $T(g)=g$, the distance is preserved, so $f-g$ is constant. Whether a solution exists is a separate question.

The equality criterion can fail when some $N_k$ is zero. Take two states, two samples, zero energies and $N=(2,0)$, so that the second state is unsampled. Then $T(f)_1=T(f)_2=f_1$. The inputs $(0,0)$ and $(1,0)$ are at distance $1$, and so are their images $(0,0)$ and $(1,1)$, although the inputs do not differ by a common constant.

## Two runs on the same data

Let $T^m$ denote $m$ successive updates. Applying the distance bound to $T^m(f)$ and $T^m(g)$ gives

$$\|T^{m+1}(f)-T^{m+1}(g)\|\le\|T^m(f)-T^m(g)\|.$$

`Antitone` expresses this for the whole sequence, and `Function.iterate_succ_apply'` exposes the last update so that the bound applies.

```lean
/-- Along two self-consistent MBAR iterations with the same data and positive sample numbers, the
maximum-norm distance between the iterates never grows from one step to the next. -/
theorem iterate_distance_antitone {N : K → ℝ} (hN : ∀ k, 0 < N k) (u : K → S → ℝ)
    (f g : K → ℝ) :
    Antitone (fun m : ℕ => ‖(mbarMap N u)^[m] f - (mbarMap N u)^[m] g‖) := by
  apply antitone_nat_of_succ_le
  intro m
  simp only [Function.iterate_succ_apply']
  exact mbarMap_nonexpansive hN u _ _

end

end MBARNonexpansive
```

```lean
#print axioms MBARNonexpansive.mbarMap_norm_eq_iff
#print axioms MBARNonexpansive.iterate_distance_antitone
```

```
'MBARNonexpansive.mbarMap_norm_eq_iff' depends on axioms: [propext, Classical.choice, Quot.sound]
'MBARNonexpansive.iterate_distance_antitone' depends on axioms: [propext, Classical.choice, Quot.sound]
```

For free-energy calculations that repeat the update $T$ in exact arithmetic on a fixed, finite data set, this means that a change in the starting guess is never amplified in the maximum norm, provided the zero of free energy is not reset between updates. If the first component is subtracted from all components after each update, the distance can grow when there are three or more states, but it never exceeds twice the distance between the starting guesses. The bound gives no rate of convergence and does not address the statistical error of the samples.
